# At positive energy, r times the large component of a real free radial Dirac wave with κ = −1 is a shifted sine

Take the pair of radial equations for real functions $P$ and $Q$

$$\frac{dP}{dr} = \frac{P}{r} + Q, \qquad \frac{dQ}{dr} = -\frac{Q}{r} - P, \qquad r>0,$$

and differentiate the first one, using both equations on the right:

$$\frac{d^2P}{dr^2} = \frac1r\Big(\frac Pr + Q\Big) - \frac{P}{r^2} - \frac Qr - P = -P .$$

Every term containing $1/r$ cancels. Hence $P = A\sin(r+\delta)$, and dividing the first equation by $P$ gives $\cot(r+\delta) = 1/r + Q/P$ wherever $P\neq 0$. The ratio of the two components at one radius therefore fixes the phase, up to multiples of $\pi$.

This pair is the nonrelativistic limit, at energy $E=1$ and with $M=1$, of the free Dirac system for $\kappa=-1$ (the $s_{1/2}$ channel). In Rydberg units the general system is

$$\frac{dP}{dr} = \frac{P}{r} + MQ, \qquad \frac{dQ}{dr} = -\frac{Q}{r} - EP .$$

Here $P$ is $r$ times the large radial component, $Q$ is $r$ times the small one, multiplied by the speed of light $c$, and $E$ is the energy above the rest energy. Below, $P$ and $Q$ themselves are called the large and small components. The factor $M = 1+E/c^2$ carries the relativistic correction and tends to 1 as $c\to\infty$. For $E, c>0$ the wave number is $p=\sqrt{EM}$, and the results become $P = A\sin(pr+\delta)$ and $p\cot(ps+\delta) = 1/s + MQ(s)/P(s)$.

In muffin-tin scattering, the second formula turns the component ratio at the sphere radius $s$ into a phase shift. The theorems treat only this one channel and assume the free equations at every $r>0$. They apply to the wave outside the sphere, where the potential is zero, once that wave is continued inward as a free solution. The potential inside the sphere enters through the ratio at $s$ alone.

## Mass factor, wave number and radial system

In Lean 4 with Mathlib:

```lean
import Mathlib

open Filter Topology

namespace FreeRadialDirac

noncomputable section
```

In Rydberg units ($\hbar = 1$, $2m = 1$) the mass factor is

$$M = 1 + \frac{E}{c^2}.$$

```lean
/-- The relativistic mass factor `M = 1 + E / c ^ 2` in Rydberg units, for `c ≠ 0`. -/
def massFactor (E c : ℝ) : ℝ := 1 + E / c ^ 2
```

The wave number is the square root of $EM$.

```lean
/-- The wave number `p = √(E M)`, for `c ≠ 0` and `E M ≥ 0`. -/
def waveNumber (E c : ℝ) : ℝ := Real.sqrt (E * massFactor E c)
```

A solution is a pair of real functions satisfying the two differential equations at every $r>0$. In `IsSolution`, `HasDerivAt P v r` says that $P$ is differentiable at $r$ with derivative $v$. The functions are defined on all of $\mathbb R$, but nothing is required of them for $r\le 0$, and no boundary condition at the origin or normalisation is imposed. The parameters `E` and `M` are independent here; the main theorem sets `M` to `massFactor E c`.

```lean
/-- The free radial Dirac system for `κ = -1` on `r > 0`, with large component `P`,
small component `Q`, energy `E` and mass factor `M`. -/
structure IsSolution (E M : ℝ) (P Q : ℝ → ℝ) : Prop where
  large : ∀ r > 0, HasDerivAt P (P r / r + M * Q r) r
  small : ∀ r > 0, HasDerivAt Q (-Q r / r - E * P r) r
```

## The centrifugal terms cancel

The trial waves have the derivatives

$$\frac{d}{dr}\sin(pr+\delta) = p\cos(pr+\delta),\qquad \frac{d}{dr}\cos(pr+\delta) = -p\sin(pr+\delta).$$

```lean
variable {E M p A δ : ℝ} {P Q : ℝ → ℝ}

/-- The derivatives of the shifted sine and cosine waves of wave number `p`. -/
theorem wave_deriv (p δ r : ℝ) :
    HasDerivAt (fun x => Real.sin (p * x + δ)) (p * Real.cos (p * r + δ)) r ∧
    HasDerivAt (fun x => Real.cos (p * x + δ)) (-(p * Real.sin (p * r + δ))) r := by
  have h0 : HasDerivAt (fun x : ℝ => p * x + δ) p r :=
    (((hasDerivAt_id' r).const_mul p).add_const δ).congr_deriv (mul_one p)
  exact ⟨h0.sin.congr_deriv (by ring), h0.cos.congr_deriv (by ring)⟩
```

Write $S = P/r + MQ$ for the slope of $P$. As in the opening case,

$$\frac{dS}{dr} = \frac1r\Big(\frac Pr+MQ\Big) - \frac{P}{r^2} + M\Big(-\frac Qr - EP\Big) = -EM\,P .$$

The proof assembles this derivative from the quotient, sum and constant-multiple rules; `field_simp; ring` carries out the cancellation.

```lean
/-- The slope `P / r + M Q` of the large component has derivative `-E M P`. -/
theorem slope_deriv (h : IsSolution E M P Q) {r : ℝ} (hr : 0 < r) :
    HasDerivAt (fun x => P x / x + M * Q x) (-(E * M) * P r) r := by
  have hr0 : r ≠ 0 := hr.ne'
  exact (((h.large r hr).fun_div (hasDerivAt_id' r) hr0).fun_add
    ((h.small r hr).const_mul M)).congr_deriv (by field_simp; ring)
```

## Two constants of the radial motion

Let $p\ne0$ and $p^2=EM$. Define

$$a = pP\sin pr + S\cos pr,\qquad b = pP\cos pr - S\sin pr .$$

Since $dP/dr=S$ and $dS/dr=-EMP$,

$$\frac{da}{dr} = (p^2-EM)\,P\cos pr = 0,\qquad \frac{db}{dr} = -(p^2-EM)\,P\sin pr = 0 .$$

Both are constant on the half-line, which is connected. Eliminating $S$ gives

$$a\sin pr + b\cos pr = pP .$$

Now write $a/p = A\cos\delta$ and $b/p = A\sin\delta$. The addition theorem yields $P = A\sin(pr+\delta)$.

In the proof, the local lemma `const` turns a vanishing derivative into a constant, and `hpE` supplies $p^2=EM$ in both derivatives. The polar form comes from the complex number $z = a/p + ib/p$, with $A=|z|$ and $\delta=\arg z$. The last `linear_combination` is the elimination of $S$ together with $\sin^2+\cos^2=1$.

```lean
/-- If `p ≠ 0` and `p ^ 2 = E M`, the large component of every real solution is a
sine wave with some amplitude and phase. -/
theorem exists_phase (h : IsSolution E M P Q) (hp : p ≠ 0) (hpE : p ^ 2 = E * M) :
    ∃ A δ : ℝ, ∀ r > 0, P r = A * Real.sin (p * r + δ) := by
  have const : ∀ f : ℝ → ℝ, (∀ r > 0, HasDerivAt f 0 r) → ∃ a, ∀ r > 0, f r = a := by
    intro f hf
    refine ⟨f 1, fun r hr => ?_⟩
    exact isOpen_Ioi.is_const_of_deriv_eq_zero isPreconnected_Ioi
      (fun x hx => (hf x hx).differentiableAt.differentiableWithinAt)
      (fun x hx => (hf x hx).deriv) (Set.mem_Ioi.2 hr) (Set.mem_Ioi.2 one_pos)
  have hsin : ∀ r, HasDerivAt (fun x => Real.sin (p * x)) (p * Real.cos (p * r)) r :=
    fun r => by simpa using (wave_deriv p 0 r).1
  have hcos : ∀ r, HasDerivAt (fun x => Real.cos (p * x)) (-(p * Real.sin (p * r))) r :=
    fun r => by simpa using (wave_deriv p 0 r).2
  -- two constants of the radial motion
  obtain ⟨a, ha⟩ : ∃ a, ∀ r > 0, p * P r * Real.sin (p * r)
      + (P r / r + M * Q r) * Real.cos (p * r) = a :=
    const _ fun r hr => ((((h.large r hr).const_mul p).fun_mul (hsin r)).fun_add
      ((slope_deriv h hr).fun_mul (hcos r))).congr_deriv
        (by linear_combination P r * Real.cos (p * r) * hpE)
  obtain ⟨b, hb⟩ : ∃ b, ∀ r > 0, p * P r * Real.cos (p * r)
      - (P r / r + M * Q r) * Real.sin (p * r) = b :=
    const _ fun r hr => ((((h.large r hr).const_mul p).fun_mul (hcos r)).fun_sub
      ((slope_deriv h hr).fun_mul (hsin r))).congr_deriv
        (by linear_combination -P r * Real.sin (p * r) * hpE)
  -- amplitude and phase are the polar coordinates of the two constants
  let z : ℂ := ⟨a / p, b / p⟩
  have hzc : p * (‖z‖ * Real.cos z.arg) = a := by
    rw [Complex.norm_mul_cos_arg]
    exact mul_div_cancel₀ a hp
  have hzs : p * (‖z‖ * Real.sin z.arg) = b := by
    rw [Complex.norm_mul_sin_arg]
    exact mul_div_cancel₀ b hp
  refine ⟨‖z‖, z.arg, fun r hr => mul_left_cancel₀ hp ?_⟩
  rw [Real.sin_add]
  linear_combination Real.sin (p * r) * ha r hr + Real.cos (p * r) * hb r hr
    - p * P r * Real.sin_sq_add_cos_sq (p * r)
    - Real.sin (p * r) * hzc - Real.cos (p * r) * hzs
```

## From the component ratio to the phase

Suppose $P = A\sin(pr+\delta)$ for all $r>0$. At a radius $s>0$ the slope of $P$ has two expressions, one from the differential equation and one from the sine:

$$\frac{P(s)}{s} + MQ(s) = pA\cos(ps+\delta).$$

If $P(s)\neq0$, neither $A$ nor $\sin(ps+\delta)$ vanishes. Division by $P(s) = A\sin(ps+\delta)$ gives

$$\frac1s + M\frac{Q(s)}{P(s)} = p\cot(ps+\delta).$$

The equality of slopes is `hv`, obtained from the uniqueness of the derivative. Because $P$ is known to be a sine only for $r>0$, the proof uses the agreement of the two functions in a neighbourhood of $s$.

```lean
/-- If the large component of a solution is `A sin (p r + δ)` for `r > 0`, then `p cot (p s + δ) = 1
/ s + M Q(s) / P(s)` at every `s > 0` where `P` is nonzero. -/
theorem cot_matching (h : IsSolution E M P Q)
    (hP : ∀ r > 0, P r = A * Real.sin (p * r + δ)) {s : ℝ} (hs : 0 < s) (hPs : P s ≠ 0) :
    p * Real.cot (p * s + δ) = 1 / s + M * (Q s / P s) := by
  -- both expressions for the slope of P at s agree
  have hv : P s / s + M * Q s = A * (p * Real.cos (p * s + δ)) := by
    refine (h.large s hs).unique
      (((wave_deriv p δ s).1.const_mul A).congr_of_eventuallyEq ?_)
    filter_upwards [Ioi_mem_nhds hs] with x hx using hP x hx
  have hne : A * Real.sin (p * s + δ) ≠ 0 := hP s hs ▸ hPs
  have hA : A ≠ 0 := left_ne_zero_of_mul hne
  have hsin : Real.sin (p * s + δ) ≠ 0 := right_ne_zero_of_mul hne
  have hq : 1 / s + M * (Q s / P s) = (P s / s + M * Q s) / P s := by field_simp
  rw [hq, hv, hP s hs, Real.cot_eq_cos_div_sin]
  field_simp
```

## The statement for positive energy

With $E,c>0$ we have $M>0$, so $p=\sqrt{EM}>0$, and

$$c^2p^2 = c^2E\Big(1+\frac{E}{c^2}\Big) = E(c^2+E).$$

This is the relativistic energy–momentum relation with the rest energy $c^2/2$ subtracted from the total energy.

The theorem takes any solution and gives four conclusions: $p$ is positive, the energy–momentum relation holds, some real $A$ and $\delta$ represent $P$ on the whole half-line, and every such representation obeys the cotangent formula at every $s>0$ with $P(s)\ne0$. The last conclusion covers all choices of phase, including those shifted by $\pi$ with the sign of $A$ reversed. The zero solution is allowed, with $A=0$.

```lean
/-- For `E, c > 0` the wave number is positive and obeys `c² p² = E (c² + E)`, every real
solution has `P = A sin (p r + δ)`, and every such amplitude and phase satisfy the
cotangent matching formula wherever `P` is nonzero. -/
theorem free_dirac_phase {E c : ℝ} (hE : 0 < E) (hc : 0 < c)
    (h : IsSolution E (massFactor E c) P Q) :
    0 < waveNumber E c ∧ c ^ 2 * waveNumber E c ^ 2 = E * (c ^ 2 + E) ∧
    (∃ A δ : ℝ, ∀ r > 0, P r = A * Real.sin (waveNumber E c * r + δ)) ∧
    ∀ A δ : ℝ, (∀ r > 0, P r = A * Real.sin (waveNumber E c * r + δ)) →
      ∀ s > 0, P s ≠ 0 → waveNumber E c * Real.cot (waveNumber E c * s + δ)
        = 1 / s + massFactor E c * (Q s / P s) := by
  have hM : 0 < massFactor E c := by unfold massFactor; positivity
  have hp : 0 < waveNumber E c := Real.sqrt_pos.2 (mul_pos hE hM)
  have hsq : waveNumber E c ^ 2 = E * massFactor E c := Real.sq_sqrt (mul_pos hE hM).le
  refine ⟨hp, ?_, exists_phase h hp.ne' hsq, fun A δ hP s hs => cot_matching h hP hs⟩
  rw [hsq, massFactor]
  field_simp
```

Positivity of $E$ matters. At $E=0$ we have $M=1$ and $p=0$, and the pair $P=r$, $Q=0$ solves the system, since $dP/dr = 1 = P/r$. But $A\sin(0\cdot r+\delta)$ is constant in $r$, so no amplitude and phase reproduce $P=r$.

## Every amplitude and phase occurs

Conversely, start from $P = A\sin(pr+\delta)$ with $p^2 = EM$ and $M\ne0$. The first equation determines the small component:

$$Q = \frac1M\Big(pA\cos(pr+\delta) - \frac{A\sin(pr+\delta)}{r}\Big).$$

Differentiating and using $d^2P/dr^2 = -p^2P$,

$$\frac{dQ}{dr} = \frac1M\Big(-p^2P - \frac1r\frac{dP}{dr} + \frac{P}{r^2}\Big) = -EP - \frac Qr ,$$

which is the second equation.

```lean
/-- For `M ≠ 0` and `p ^ 2 = E M`, every amplitude and phase give an explicit solution
of the radial system. -/
theorem isSolution_witness (hM : M ≠ 0) (hpE : p ^ 2 = E * M) (A δ : ℝ) :
    IsSolution E M (fun r => A * Real.sin (p * r + δ))
      (fun r => (p * (A * Real.cos (p * r + δ)) - A * Real.sin (p * r + δ) / r) / M) := by
  obtain rfl : E = p ^ 2 / M := by rw [hpE]; field_simp
  refine ⟨fun r hr => ?_, fun r hr => ?_⟩
  · have hr0 : r ≠ 0 := hr.ne'
    exact ((wave_deriv p δ r).1.const_mul A).congr_deriv (by field_simp; ring)
  · have hr0 : r ≠ 0 := hr.ne'
    exact (((((wave_deriv p δ r).2.const_mul A).const_mul p).fun_sub
      (((wave_deriv p δ r).1.const_mul A).fun_div (hasDerivAt_id' r) hr0)).div_const
        M).congr_deriv (by field_simp; ring)
```

## Equal ratios give equal phases modulo π

Let two solutions with the same $E$, $M$ and $p\neq0$ have phases $\delta$ and $\delta'$, and let their ratios of small to large component agree at one radius $s$ where neither large component vanishes. The matching formula gives $\cot(ps+\delta)=\cot(ps+\delta')$. Multiplying out the denominators,

$$\sin(ps+\delta)\cos(ps+\delta') - \cos(ps+\delta)\sin(ps+\delta') = \sin(\delta-\delta') = 0,$$

so $\delta-\delta' = n\pi$ for an integer $n$. The amplitudes may differ. In the code, `P'` and `Q'` are the components of the second solution, not derivatives.

```lean
/-- Let two solutions with the same `E` and `M` have sine waves of the same `p ≠ 0` as large
components. If their ratios `Q / P` agree at one radius `s > 0` where both large components are
nonzero, their phases differ by an integer multiple of `π`. -/
theorem phase_unique {P' Q' : ℝ → ℝ} {A' δ' s : ℝ} (hp : p ≠ 0)
    (h : IsSolution E M P Q) (h' : IsSolution E M P' Q')
    (hP : ∀ r > 0, P r = A * Real.sin (p * r + δ))
    (hP' : ∀ r > 0, P' r = A' * Real.sin (p * r + δ'))
    (hs : 0 < s) (hPs : P s ≠ 0) (hPs' : P' s ≠ 0) (hratio : Q s / P s = Q' s / P' s) :
    ∃ n : ℤ, (n : ℝ) * Real.pi = δ - δ' := by
  have h1 : Real.sin (p * s + δ) ≠ 0 := right_ne_zero_of_mul (hP s hs ▸ hPs)
  have h2 : Real.sin (p * s + δ') ≠ 0 := right_ne_zero_of_mul (hP' s hs ▸ hPs')
  have hcot : Real.cot (p * s + δ) = Real.cot (p * s + δ') := mul_left_cancel₀ hp (by
    rw [cot_matching h hP hs hPs, cot_matching h' hP' hs hPs', hratio])
  rw [Real.cot_eq_cos_div_sin, Real.cot_eq_cos_div_sin, div_eq_div_iff h1 h2] at hcot
  apply Real.sin_eq_zero_iff.1
  rw [show δ - δ' = (p * s + δ) - (p * s + δ') by ring, Real.sin_sub]
  linear_combination -hcot
```

## The wave that vanishes at the origin

Let $p\ne0$ and $p^2=EM$, as holds for $E,c>0$. If $P(r)\to0$ as $r\to0^+$, then the limit of $A\sin(pr+\delta)$ gives $A\sin\delta=0$. The addition theorem leaves

$$P = A\cos\delta\,\sin pr = B\sin pr .$$

This is the free wave without a scatterer. The filter `𝓝[>] 0` expresses the approach to the origin from positive radii, and uniqueness of limits supplies $A\sin\delta=0$.

```lean
/-- A solution whose large component tends to zero at the origin has `P` proportional
to `sin (p r)`. -/
theorem regular_solution (h : IsSolution E M P Q) (hp : p ≠ 0) (hpE : p ^ 2 = E * M)
    (h0 : Tendsto P (𝓝[>] 0) (𝓝 0)) :
    ∃ B : ℝ, ∀ r > 0, P r = B * Real.sin (p * r) := by
  obtain ⟨A, δ, hP⟩ := exists_phase h hp hpE
  have hc : Continuous (fun r : ℝ => A * Real.sin (p * r + δ)) := by fun_prop
  have ht : Tendsto P (𝓝[>] 0) (𝓝 (A * Real.sin (p * 0 + δ))) := by
    refine ((hc.tendsto 0).mono_left nhdsWithin_le_nhds).congr' ?_
    filter_upwards [self_mem_nhdsWithin] with r hr using (hP r hr).symm
  -- the limit at the origin removes the cosine part
  have hz := tendsto_nhds_unique ht h0
  rw [mul_zero, zero_add] at hz
  refine ⟨A * Real.cos δ, fun r hr => ?_⟩
  rw [hP r hr, Real.sin_add]
  linear_combination Real.cos (p * r) * hz

end

end FreeRadialDirac
```

```lean
#print axioms FreeRadialDirac.free_dirac_phase
#print axioms FreeRadialDirac.phase_unique
#print axioms FreeRadialDirac.regular_solution
```

```
'FreeRadialDirac.free_dirac_phase' depends on axioms: [propext, Classical.choice, Quot.sound]
'FreeRadialDirac.phase_unique' depends on axioms: [propext, Classical.choice, Quot.sound]
'FreeRadialDirac.regular_solution' depends on axioms: [propext, Classical.choice, Quot.sound]
```

## The κ = +1 channel by exchange of components

For $\kappa=+1$ the signs of the centrifugal terms are reversed:

$$\frac{dP}{dr} = -\frac Pr + MQ,\qquad \frac{dQ}{dr} = \frac Qr - EP .$$

This is the $\kappa=-1$ system with $P$ and $Q$ exchanged, $E$ replaced by $-M$ and $M$ by $-E$. The product $EM$ is unchanged, so for $E,c>0$ the same argument makes the small component the sine wave, $Q = A\sin(pr+\delta)$, with

$$p\cot(ps+\delta) = \frac1s - E\,\frac{P(s)}{Q(s)}$$

wherever $Q(s)\neq0$. This corollary is derived here by substitution and has no theorem of its own in the code.
